# One-electron moves of a pairing state: the four-particle Pfaffian ratio and the inverse update

## Recomputing everything after one move

A direct Monte Carlo walk over a pairing wavefunction evaluates a new Pfaffian for every proposed one-electron move, although only one row and one column of the pairing matrix have changed. With the inverse matrix at hand, a ratio formula replaces that evaluation by a single sum, and an update formula gives the new inverse after an accepted move without inverting again.

The pairing matrix has entries $A_{ij}=\phi(x_i,x_j)$, where $x_i$ holds the position and spin of particle $i$ and the pairing function $\phi$ changes sign on exchange. For four particles, numbered from 0, the unnormalised amplitude is

$$\mathrm{Pf}\,A=A_{01}A_{23}-A_{02}A_{13}+A_{03}A_{12}.$$

Moving particle $k$ to $x_k'$ puts $u_j=\phi(x_k',x_j)$ in row $k$ and $-u_j$ in column $k$. The diagonal entry is $\phi(x_k',x_k')=0$, so one sets $u_k=0$. Call the new matrix $A'$.

## What is stated

`pfaffian_ratio` takes a complex antisymmetric $4\times4$ matrix (`Aᵀ = -A`) with $\mathrm{Pf}\,A\neq0$ and a row with $u_k=0$. It concludes that $A'$, written `movePairing A k u`, is antisymmetric and that

$$\mathrm{Pf}\,A'=\mathrm{Pf}\,A\;r,\qquad r=\sum_j u_j B_{jk},\qquad B=A^{-1}.$$

The sum $r$ is `moveRatio`, and `pf` is the explicit three-term formula. The condition $\mathrm{Pf}\,A\ne0$ says that the walker does not start on a node.

`inverse_update` allows any finite set `n` of particles. If $A$ is antisymmetric, $AB=1$, $u_k=0$ and $r\neq0$, then $A'B'=1$ with

$$B'=B+\frac{b\,s^T-s\,b^T}{r},\qquad b=Be_k,\quad s=Bu+e_k,$$

where $e_k$ is the $k$th unit vector. This $B'$ is `moveInverse`. The existence of $B$ forces an even number of particles. For four particles, $r=0$ means that the move lands on a node, and a Metropolis step rejects it.

The theorems concern pure pairing states in exact arithmetic, and the Pfaffian ratio is established here for four particles only. Jastrow factors, unpaired orbitals and rounding errors are not modelled.

## Deriving the ratio

Each term of the Pfaffian contains the index $k$ once, so $\mathrm{Pf}\,A'$ is linear in $u$:

$$\mathrm{Pf}\,A'=\sum_j u_j C_{jk},$$

where $C_{jk}$ is the amplitude with $e_j$ as the new row. For $k=0$ the sum is $u_1A_{23}-u_2A_{13}+u_3A_{12}$.

Now insert row $i$ of $A$ itself. If $i=k$, nothing changes and the result is $\mathrm{Pf}\,A$. If $i\neq k$, let $p,q$ be the other two particles. Up to a sign from relabelling, the amplitude is

$$A'_{ki}A_{pq}-A'_{kp}A_{iq}+A'_{kq}A_{ip}=0\cdot A_{pq}-A_{ip}A_{iq}+A_{iq}A_{ip}=0,$$

since $A'_{ki}=A_{ii}=0$. This is the exclusion principle: inserting row $i$ puts particle $k$ at the position and spin of particle $i$, and the amplitude vanishes. The inserted row may have $u_k\ne0$, but the Pfaffian formula never reads the diagonal.

Together, $\sum_j A_{ij}C_{jk}=\mathrm{Pf}\,A\,\delta_{ik}$. Hence $B=C/\mathrm{Pf}\,A$, and substituting $C_{jk}=\mathrm{Pf}\,A\,B_{jk}$ into the linear expansion gives the ratio.

## Deriving the inverse update

First, $B$ is antisymmetric:

$$B^T=B^TAB=-(B^TA^T)B=-(AB)^TB=-B.$$

Therefore $u^TB=-(Bu)^T$, $u^TBu=0$, $b_k=0$ and $r=u^Tb=-(Bu)_k$.

**Row $k$ of $A'B'$.** Since $u^Ts=u^TBu+u_k=0$,

$$u^TB'=-(Bu)^T+s^T=e_k^T.$$

**Row $i\neq k$.** Row $i$ of $A'$ is row $i$ of $A$ minus $(A_{ik}+u_i)e_k^T$. With $(Ab)_i=0$ and $(As)_i=u_i+A_{ik}$,

$$(AB')_{il}=\delta_{il}-\frac{(u_i+A_{ik})\,b_l}{r}.$$

Since $s_k=1-r$ and $B_{kl}=-b_l$,

$$B'_{kl}=-b_l-\frac{(1-r)\,b_l}{r}=-\frac{b_l}{r}.$$

Subtracting $(A_{ik}+u_i)B'_{kl}$ cancels the second term of $(AB')_{il}$ and leaves $\delta_{il}$.

## Two pairs and a move of ratio 2

Let $A_{01}=A_{23}=1$, with the other entries above the diagonal zero. Then $\mathrm{Pf}\,A=1$ and $B=-A$. Move particle 0 with $u=(0,2,0,1)$. Column 0 of $B$ is $b=(0,1,0,0)$, so $r=2$. Directly, $\mathrm{Pf}\,A'=2\cdot1-0\cdot0+1\cdot0=2$.

For the update, $s=(-2,0,-1,0)+(1,0,0,0)=(-1,0,-1,0)$, and

$$B'=\begin{pmatrix}0&-\tfrac12&0&0\\ \tfrac12&0&-\tfrac12&0\\ 0&\tfrac12&0&-1\\ 0&0&1&0\end{pmatrix}.$$

As a check, row 0 of $A'B'$ is twice row 1 of $B'$ plus row 3, which is $(1,0,0,0)$.

## The Lean file

```lean
import Mathlib

open Matrix

namespace PfaffianRatioUpdate

noncomputable section

variable {n : Type*} [Fintype n] [DecidableEq n]

/-- The pairing matrix after particle `k` has moved: row `k` becomes `u` and the rest of column `k`
becomes `-u`. -/
def movePairing (A : Matrix n n ℂ) (k : n) (u : n → ℂ) : Matrix n n ℂ :=
  Matrix.of fun i j => if i = k then u j else if j = k then -u i else A i j

/-- The one-electron ratio `∑ j, u j * B j k`, built from the new row `u` and column `k`
of the matrix `B`. -/
def moveRatio (B : Matrix n n ℂ) (k : n) (u : n → ℂ) : ℂ := ∑ j, u j * B j k

/-- The rank-two update of the inverse pairing matrix `B` for a move of particle `k`
with new row `u`. -/
def moveInverse (B : Matrix n n ℂ) (k : n) (u : n → ℂ) : Matrix n n ℂ :=
  Matrix.of fun j l => B j l +
    (B j k * ((B *ᵥ u) l + (1 : Matrix n n ℂ) l k)
      - ((B *ᵥ u) j + (1 : Matrix n n ℂ) j k) * B l k) / moveRatio B k u

/-- The Pfaffian amplitude of a four-particle pairing state. -/
def pf (A : Matrix (Fin 4) (Fin 4) ℂ) : ℂ :=
  A 0 1 * A 2 3 - A 0 2 * A 1 3 + A 0 3 * A 1 2

/-- The Pfaffian cofactors: the amplitudes after row `k` is replaced by the unit row `j`. -/
def pfCofactor (A : Matrix (Fin 4) (Fin 4) ℂ) : Matrix (Fin 4) (Fin 4) ℂ :=
  Matrix.of fun j k => pf (movePairing A k (Pi.single j 1))

omit [Fintype n] [DecidableEq n] in
/-- Exchanging the two indices of an entry of an antisymmetric matrix changes its sign. -/
theorem exchange_sign {A : Matrix n n ℂ} (hA : Aᵀ = -A) (i j : n) : A j i = -A i j := by
  have h := congrFun (congrFun hA i) j
  exact h

omit [Fintype n] in
/-- A one-particle move with `u k = 0` keeps the pairing matrix antisymmetric. -/
theorem movePairing_antisymm {A : Matrix n n ℂ} (hA : Aᵀ = -A) (k : n) (u : n → ℂ)
    (hu : u k = 0) : (movePairing A k u)ᵀ = -movePairing A k u := by
  ext i j
  by_cases hi : i = k <;> by_cases hj : j = k <;>
    simp [movePairing, hi, hj, hu, exchange_sign hA i j]

/-- The amplitude after a move is linear in the new row, with the Pfaffian cofactors as
coefficients. -/
theorem pf_move_expand (A : Matrix (Fin 4) (Fin 4) ℂ) (k : Fin 4) (u : Fin 4 → ℂ) :
    pf (movePairing A k u) = ∑ j, u j * pfCofactor A j k := by
  fin_cases k <;>
    simp [pf, pfCofactor, movePairing, Fin.sum_univ_four, Pi.single_apply] <;> ring

/-- Giving particle `k` the row of particle `i` makes the amplitude vanish, unless `i = k`,
when the amplitude is unchanged. -/
theorem pf_move_copy {A : Matrix (Fin 4) (Fin 4) ℂ} (hA : Aᵀ = -A) (i k : Fin 4) :
    pf (movePairing A k (A i)) = if i = k then pf A else 0 := by
  have d : ∀ i, A i i = 0 := fun i => by
    linear_combination (exchange_sign hA i i) / 2
  have h10 := exchange_sign hA 0 1
  have h20 := exchange_sign hA 0 2
  have h30 := exchange_sign hA 0 3
  have h21 := exchange_sign hA 1 2
  have h31 := exchange_sign hA 1 3
  have h32 := exchange_sign hA 2 3
  fin_cases i <;> fin_cases k <;>
    simp [pf, movePairing, d, h10, h20, h30, h21, h31, h32] <;> ring

/-- One-electron ratio for an antisymmetric four-particle pairing matrix with nonzero Pfaffian and a
new row with `u k = 0`: replacing row `k` by `u` and column `k` by `-u` gives an antisymmetric
matrix whose Pfaffian is the old one times `∑ j, u j * A⁻¹ j k`. -/
theorem pfaffian_ratio {A : Matrix (Fin 4) (Fin 4) ℂ} (hA : Aᵀ = -A) (hpf : pf A ≠ 0)
    (k : Fin 4) (u : Fin 4 → ℂ) (hu : u k = 0) :
    (movePairing A k u)ᵀ = -movePairing A k u ∧
      pf (movePairing A k u) = pf A * moveRatio A⁻¹ k u := by
  refine ⟨movePairing_antisymm hA k u hu, ?_⟩
  -- the cofactors invert `A` up to the factor `pf A`
  have hmul : A * pfCofactor A = pf A • (1 : Matrix (Fin 4) (Fin 4) ℂ) := by
    ext i l
    rw [Matrix.mul_apply, ← pf_move_expand A l (A i), pf_move_copy hA]
    simp [Matrix.one_apply]
  have hinv : A⁻¹ = (pf A)⁻¹ • pfCofactor A := Matrix.inv_eq_right_inv (by
    rw [Matrix.mul_smul, hmul, smul_smul, inv_mul_cancel₀ hpf, one_smul])
  -- linearity in the new row gives the ratio
  rw [pf_move_expand A k u, moveRatio, hinv, Finset.mul_sum]
  refine Finset.sum_congr rfl fun j _ => ?_
  simp only [Matrix.smul_apply, smul_eq_mul]
  linear_combination (-(u j * pfCofactor A j k)) * mul_inv_cancel₀ hpf

/-- The inverse of an antisymmetric pairing matrix is antisymmetric. -/
theorem inverse_antisymm {A B : Matrix n n ℂ} (hA : Aᵀ = -A) (hAB : A * B = 1) :
    Bᵀ = -B := by
  calc Bᵀ = Bᵀ * (A * B) := by rw [hAB, mul_one]
    _ = -((Bᵀ * Aᵀ) * B) := by
      rw [hA]
      simp only [mul_neg, neg_mul, neg_neg, mul_assoc]
    _ = -B := by rw [← Matrix.transpose_mul, hAB, Matrix.transpose_one, one_mul]

/-- For any number of particles and an antisymmetric pairing matrix, a move with `u k = 0` and
nonzero one-electron ratio turns the inverse pairing matrix `B` into its rank-two update
`moveInverse B k u`. -/
theorem inverse_update {A B : Matrix n n ℂ} (hA : Aᵀ = -A) (hAB : A * B = 1)
    (k : n) (u : n → ℂ) (hu : u k = 0) (hr : moveRatio B k u ≠ 0) :
    movePairing A k u * moveInverse B k u = 1 := by
  have hB := inverse_antisymm hA hAB
  have hri := mul_inv_cancel₀ hr
  have h1 : ∀ l, ∑ j, u j * B j l = -(B *ᵥ u) l := fun l => by
    simp only [Matrix.mulVec, dotProduct, ← Finset.sum_neg_distrib]
    refine Finset.sum_congr rfl fun j _ => ?_
    rw [exchange_sign hB l j]
    ring
  -- an antisymmetric form vanishes on the diagonal
  have h2 : ∑ j, u j * (B *ᵥ u) j = 0 := by
    have h : u ⬝ᵥ (B *ᵥ u) = -(u ⬝ᵥ (B *ᵥ u)) := by
      conv_lhs => rw [Matrix.dotProduct_mulVec, ← Matrix.mulVec_transpose, hB,
        Matrix.neg_mulVec, neg_dotProduct, dotProduct_comm]
    have h0 : u ⬝ᵥ (B *ᵥ u) = 0 := by linear_combination h / 2
    exact h0
  have h3 : ∀ i, ∑ j, A i j * (B *ᵥ u) j = u i := fun i => by
    have h : (A *ᵥ (B *ᵥ u)) i = u i := by
      rw [Matrix.mulVec_mulVec, hAB, Matrix.one_mulVec]
    exact h
  have h4 : ∀ i l, ∑ j, A i j * B j l = (1 : Matrix n n ℂ) i l := fun i l => by
    rw [← Matrix.mul_apply, hAB]
  -- any row applied to the updated inverse
  have split : ∀ (x : n → ℂ) (l : n), ∑ j, x j * moveInverse B k u j l =
      ∑ j, x j * B j l + ((∑ j, x j * B j k) * ((B *ᵥ u) l + (1 : Matrix n n ℂ) l k)
        - (∑ j, x j * (B *ᵥ u) j + x k) * B l k) / moveRatio B k u := fun x l => by
    have hk : x k = ∑ j, x j * (1 : Matrix n n ℂ) j k := by simp [Matrix.one_apply]
    rw [hk]
    simp only [← Finset.sum_add_distrib, Finset.sum_mul, ← Finset.sum_sub_distrib,
      Finset.sum_div]
    refine Finset.sum_congr rfl fun j _ => ?_
    simp only [moveInverse, Matrix.of_apply]
    ring
  ext i l
  rw [Matrix.mul_apply]
  by_cases hi : i = k
  · -- the new row `u`
    have hrow : ∀ j, movePairing A k u k j = u j := fun j => by simp [movePairing]
    have hR : ∑ j, u j * B j k = moveRatio B k u := rfl
    have hd : (1 : Matrix n n ℂ) l k = (1 : Matrix n n ℂ) k l := by
      simp [Matrix.one_apply, eq_comm]
    rw [hi]
    simp only [hrow]
    rw [split u l, h1 l, hR, h2, hu]
    linear_combination ((B *ᵥ u) l + (1 : Matrix n n ℂ) l k) * hri + hd
  · -- an old row, changed only in column `k`
    have hrow : ∀ y : n → ℂ, ∑ j, movePairing A k u i j * y j =
        ∑ j, A i j * y j - (A i k + u i) * y k := fun y => by
      have e : ∀ j, movePairing A k u i j * y j =
          A i j * y j - if j = k then (A i k + u i) * y k else 0 := fun j => by
        by_cases hj : j = k
        · rw [hj]
          simp only [movePairing, Matrix.of_apply, if_neg hi, ↓reduceIte]
          ring
        · simp [movePairing, hi, hj]
      simp only [e, Finset.sum_sub_distrib, Finset.sum_ite_eq', Finset.mem_univ, ↓reduceIte]
    have hkk : B k k = 0 := by linear_combination (exchange_sign hB k k) / 2
    have htk : moveRatio B k u = -(B *ᵥ u) k := h1 k
    have hlast : moveInverse B k u k l = -B l k / moveRatio B k u := by
      simp only [moveInverse, Matrix.of_apply, Matrix.one_apply_eq]
      linear_combination exchange_sign hB l k
        + ((B *ᵥ u) l + (1 : Matrix n n ℂ) l k) * (moveRatio B k u)⁻¹ * hkk
        + B l k * (moveRatio B k u)⁻¹ * (-htk) + B l k * hri
    refine (hrow (fun j => moveInverse B k u j l)).trans ?_

    rw [split (A i) l, h4 i l, h4 i k, h3 i, hlast, Matrix.one_apply_ne hi]
    ring

/-- A pairing matrix in which particles 0, 1 and particles 2, 3 are paired. -/
def twoPairs : Matrix (Fin 4) (Fin 4) ℂ :=
  !![0, 1, 0, 0; -1, 0, 0, 0; 0, 0, 0, 1; 0, 0, -1, 0]

/-- The matrix `twoPairs` is antisymmetric with inverse `-twoPairs` and nonzero Pfaffian, and
moving particle 0 to the row `(0, 2, 0, 1)` has one-electron ratio 2. -/
theorem inverse_update_witness :
    twoPairsᵀ = -twoPairs ∧ twoPairs * (-twoPairs) = 1 ∧ pf twoPairs ≠ 0 ∧
      (![0, 2, 0, 1] : Fin 4 → ℂ) 0 = 0 ∧ moveRatio (-twoPairs) 0 ![0, 2, 0, 1] = 2 := by
  refine ⟨?_, ?_, ?_, ?_, ?_⟩
  · ext i j
    fin_cases i <;> fin_cases j <;> simp [twoPairs]
  · ext i j
    fin_cases i <;> fin_cases j <;> simp [twoPairs, Matrix.mul_apply, Fin.sum_univ_four]
  · simp [pf, twoPairs]
  · simp
  · simp [moveRatio, twoPairs, Fin.sum_univ_four]

end

end PfaffianRatioUpdate
```

```lean
#print axioms PfaffianRatioUpdate.pfaffian_ratio
-- 'PfaffianRatioUpdate.pfaffian_ratio' depends on axioms: [propext, Classical.choice, Quot.sound]
#print axioms PfaffianRatioUpdate.inverse_update
-- 'PfaffianRatioUpdate.inverse_update' depends on axioms: [propext, Classical.choice, Quot.sound]
```

## How the proof follows the algebra

`exchange_sign` reads antisymmetry entry by entry, and `movePairing_antisymm` checks the cases in which an index equals $k$.

`pf_move_expand` is the linear expansion, with $C$ as `pfCofactor`; `fin_cases k` treats the four choices of moved particle and `ring` compares the polynomials. `pf_move_copy` is the exclusion step, which holds for antisymmetric $A$ (the hypothesis `hA`). It runs through all sixteen pairs $(i,k)$ where the derivation above relabels particles.

In `pfaffian_ratio`, `hmul` combines these two lemmas into $AC=\mathrm{Pf}\,A\cdot 1$. Then `hinv` identifies the inverse by `Matrix.inv_eq_right_inv`, and the last lines cancel $\mathrm{Pf}\,A$ term by term.

`inverse_antisymm` is the chain of equalities for $B^T$. In `inverse_update`, `h1` to `h4` give $u^TB=-(Bu)^T$, $u^TBu=0$, $ABu=u$ and $AB=1$ in components. The auxiliary `split` applies an arbitrary row to $B'$, so it serves both cases of `by_cases hi : i = k`. For an old row, `hrow` isolates the changed column and `hlast` is the formula $B'_{kl}=-b_l/r$.

`inverse_update_witness` confirms that the two-pair example satisfies the hypotheses and has ratio 2.
